# The propagator exp(−i dt F) of a Hermitian matrix F is unitary

For a finite complex Hermitian matrix F and any real dt, the theorem states that the propagator exp(−i dt F), in atomic units, is a unitary matrix, meaning U†U = 1. An example of F is a Fock matrix written in an orthonormal basis and held fixed over a time step; in a non-orthogonal basis the overlap matrix would also enter the propagator. The proof moves the adjoint inside the exponential and shows that the exponent is skew-Hermitian, so that U† is the exponential of the negated exponent. Since a matrix commutes with its own negative, the two exponentials should then combine into exp(0) = 1.

Lean 4 with Mathlib refuses this proof:

```lean
import Mathlib

open Matrix

namespace PropagatorUnitary

noncomputable section

variable {n : Type*} [Fintype n]

variable [DecidableEq n]

/-- The propagator `exp(-i dt F)` in atomic units. -/
def propagator (dt : ℝ) (F : Matrix n n ℂ) : Matrix n n ℂ :=
  NormedSpace.exp ((-(Complex.I * (dt : ℂ))) • F)

/-- The propagator of a Hermitian Fock matrix is unitary. -/
theorem propagator_unitary (dt : ℝ) {F : Matrix n n ℂ} (hF : F.IsHermitian) :
    propagator dt F ∈ Matrix.unitaryGroup n ℂ := by
  rw [Matrix.mem_unitaryGroup_iff', Matrix.star_eq_conjTranspose, propagator,
    ← Matrix.exp_conjTranspose]
  -- the exponent is skew-Hermitian
  have e : ((-(Complex.I * (dt : ℂ))) • F)ᴴ = -((-(Complex.I * (dt : ℂ))) • F) := by
    rw [Matrix.conjTranspose_smul, hF.eq, ← neg_smul]
    congr 1
    simp
  rw [e, ← Matrix.exp_add_of_commute _ _ (Commute.refl _).neg_left, neg_add_cancel,
    NormedSpace.exp_zero]

end

end PropagatorUnitary
```

Lean reports:

```
Main.lean:27:41: error(lean.synthInstanceFailed): failed to synthesize instance of type class
  HasDistribNeg (Matrix ?m.116 ?m.116 ?m.117)

Hint: Type class instance resolution failures can be inspected with the `set_option trace.Meta.synthInstance true` command.
Main.lean:19:49: error: unsolved goals
n : Type u_1
inst✝¹ : Fintype n
inst✝ : DecidableEq n
dt : ℝ
F : Matrix n n ℂ
hF : F.IsHermitian
e : (-(Complex.I * ↑dt) • F)ᴴ = -(-(Complex.I * ↑dt) • F)
⊢ NormedSpace.exp (-(-(Complex.I * ↑dt) • F)) * NormedSpace.exp (-(Complex.I * ↑dt) • F) = 1
```

The repair, with which the file compiles:

```diff
@@ -25,5 +25,6 @@
     congr 1
     simp
-  rw [e, ← Matrix.exp_add_of_commute _ _ (Commute.refl _).neg_left, neg_add_cancel,
+  have c := (Commute.refl ((-(Complex.I * (dt : ℂ))) • F)).neg_left
+  rw [e, ← Matrix.exp_add_of_commute _ _ c, neg_add_cancel,
     NormedSpace.exp_zero]
 
```

Diagnosis. The first message points at `(Commute.refl _).neg_left`, the proof that a matrix commutes with its negative. `neg_left` needs a `HasDistribNeg` instance, which says how negation and multiplication interact. Lean has to find it while elaborating the rewrite term, before that term is matched against the goal. At that point the `_` is still open: Lean knows it is a square matrix, but neither its index type nor its entry type, hence the `?m` placeholders, and the instance search fails.

The second message is a consequence. The rewrite by `e` had succeeded, but the combining of the exponentials had not, so the product of the two exponentials was left unproved.

The repair proves the commutation fact beforehand as `c`, with the exponent written out in full. The matrix type is then known and the instance can be found. Passing `c` to `Matrix.exp_add_of_commute` also fixes its two matrix arguments, so the product becomes the exponential of a sum, and the unchanged `neg_add_cancel` and `NormedSpace.exp_zero` finish the proof.
